# Poisson products solve the chemical master equation for inflow, decay and conversion when their means obey the rate equations

The rate equations of a network with only inflows and first-order reactions give the mean copy numbers. They do not say how probable it is that a small compartment holds no molecule of some species, or twice the mean. That information is in the chemical master equation, which has one coupled differential equation for every possible list of copy numbers. With an inflow there is no largest copy number, so the system is infinite, and cutting it off at \(M\) molecules of each of \(S\) species still leaves \((M+1)^S\) equations.

For constant inflows, first-order decays and first-order conversions, a distribution that starts as a product of Poisson distributions avoids this problem. The product keeps its form, and its means follow the rate equations.

```lean
import Mathlib

namespace PoissonMasterEquation

noncomputable section
```

## The network and its master equation

Let \(i\) and \(j\) run over finitely many species. Species \(i\) flows in at rate \(a_i\), from a reservoir that the system does not deplete. Each molecule of \(i\) decays with probability \(d_i\,dt\) in a short time \(dt\), and turns into \(j\) with probability \(c_{ij}\,dt\), independently of all other molecules. The constants \(a_i, d_i, c_{ij}\) are `inflow i`, `decay i` and `conv i j`. The first index of `conv` is the source, whereas many texts put the target first. The constants are arbitrary real numbers here; physical ones are non-negative.

```lean
/-- Rate constants of a linear reaction network: inflow of each species, decay of each
species, and conversion `conv i j` of species `i` into species `j`. -/
structure Network (ι : Type*) where
  inflow : ι → ℝ
  decay : ι → ℝ
  conv : ι → ι → ℝ
```

A state \(n\) assigns a copy number \(n_i\) to each species, so its Lean type is `ι → ℕ`, where `ι` is the set of species. Write \(e_i\) for the state with a single molecule, of species \(i\). A decay of \(i\) enters \(n\) from \(n+e_i\).

```lean
variable {ι : Type*} [Fintype ι] [DecidableEq ι]

/-- The state with one more molecule of species `i`. -/
def addOne (n : ι → ℕ) (i : ι) : ι → ℕ := Function.update n i (n i + 1)
```

An inflow of \(i\) enters \(n\) from \(n-e_i\).

```lean
/-- The state with one molecule of species `i` fewer, for states that contain species `i`. -/
def removeOne (n : ι → ℕ) (i : ι) : ι → ℕ := Function.update n i (n i - 1)
```

If \(n_i=0\), there is no such state. Subtraction of natural numbers would return \(n\) itself, so the missing contribution is set to zero explicitly. From here on \(f(n-e_i)\) means `fromBelow f n i`, which is zero when \(n_i=0\).

```lean
/-- The value of `f` at the state with one molecule of `i` fewer, and zero if `n` contains
no molecule of `i`. -/
def fromBelow (f : (ι → ℕ) → ℝ) (n : ι → ℕ) (i : ι) : ℝ :=
  if n i = 0 then 0 else f (removeOne n i)
```

For a conversion \(i\to j\), put \(g_i(m)=(m_i+1)P(m+e_i)\). The master equation is \(dP(n)/dt=\) gain minus loss, with right side

\[
\begin{aligned}
&\sum_i a_i\,[P(n-e_i)-P(n)]+\sum_i d_i\,[(n_i+1)P(n+e_i)-n_iP(n)]\\
&\quad+\sum_{i,j}c_{ij}\,[g_i(n-e_j)-n_iP(n)].
\end{aligned}
\]

For \(i\ne j\) and \(n_j>0\), the conversion gain is the familiar \((n_i+1)P(n+e_i-e_j)\). For \(i=j\), gain and loss cancel, so diagonal entries of `conv` have no effect.

```lean
/-- Right side of the chemical master equation at state `n`: gain minus loss, summed over
inflows, decays and conversions. -/
def masterRHS (N : Network ι) (P : (ι → ℕ) → ℝ) (n : ι → ℕ) : ℝ :=
  ∑ i, N.inflow i * (fromBelow P n i - P n)
  + ∑ i, N.decay i * (((n i : ℝ) + 1) * P (addOne n i) - (n i : ℝ) * P n)
  + ∑ i, ∑ j, N.conv i j *
      (fromBelow (fun m => ((m i : ℝ) + 1) * P (addOne m i)) n j - (n i : ℝ) * P n)
```

The rate equations for the means \(l_i\) are \(dl_i/dt=r_i(l)\) with

\[
r_i(l)=a_i-d_il_i+\sum_j(c_{ji}l_j-c_{ij}l_i).
\]

```lean
/-- Right side of the linear rate equation for the mean copy number of species `i`. -/
def rateRHS (N : Network ι) (l : ι → ℝ) (i : ι) : ℝ :=
  N.inflow i - N.decay i * l i + ∑ j, (N.conv j i * l j - N.conv i j * l i)
```

## Poisson weights and their derivative

The probability of \(k\) molecules at mean \(x\) is \(w_k(x)=e^{-x}x^k/k!\).

```lean
/-- The Poisson weight of `k` molecules at mean `x`. -/
def weight (x : ℝ) (k : ℕ) : ℝ := Real.exp (-x) * x ^ k / (k.factorial : ℝ)
```

The candidate solution is \(P_l(n)=\prod_i w_{n_i}(l_i)\).

```lean
/-- The product of Poisson weights with means `l i`. -/
def poisson (l : ι → ℝ) (n : ι → ℕ) : ℝ := ∏ i, weight (l i) (n i)
```

For \(k\ge1\), the product rule gives

\[
w_k'(x)=\frac{e^{-x}\,k\,x^{k-1}}{k!}-\frac{e^{-x}x^k}{k!}=w_{k-1}(x)-w_k(x),
\]

and for \(k=0\) only \(-w_0(x)\) remains. The proof differentiates in the same way, splits into these two cases and clears the factorials.

```lean
/-- The derivative of a Poisson weight with respect to its mean is the weight of one molecule
fewer (zero for no molecules) minus the weight itself. -/
theorem hasDerivAt_weight (k : ℕ) (x : ℝ) :
    HasDerivAt (fun y => weight y k)
      ((if k = 0 then 0 else weight x (k - 1)) - weight x k) x := by
  have he : HasDerivAt (fun y : ℝ => Real.exp (-y)) (-Real.exp (-x)) x := by
    simpa using (hasDerivAt_neg x).exp
  refine ((he.fun_mul (hasDerivAt_pow k x)).div_const (k.factorial : ℝ)).congr_deriv ?_
  cases k with
  | zero => simp [weight]
  | succ k =>
    have h1 : (k.factorial : ℝ) ≠ 0 := by positivity
    have h2 : ((k : ℝ) + 1) * (k.factorial : ℝ) ≠ 0 := by positivity
    rw [if_neg (Nat.succ_ne_zero k)]
    simp only [weight, Nat.add_sub_cancel, Nat.factorial_succ]
    push_cast
    rw [div_sub_div _ _ h1 h2, div_eq_div_iff h2 (mul_ne_zero h1 h2)]
    ring
```

## Adding and removing one molecule

Changing the copy number of one species changes one factor of the product. With \(n_i\) replaced by \(k\), the product becomes

\[
w_k(l_i)\prod_{j\neq i}w_{n_j}(l_j).
\]

```lean
/-- Setting the copy number of species `i` to `k` changes only the Poisson factor of that
species. -/
theorem poisson_update (l : ι → ℝ) (n : ι → ℕ) (i : ι) (k : ℕ) :
    poisson l (Function.update n i k)
      = weight (l i) k * ∏ j ∈ Finset.univ.erase i, weight (l j) (n j) := by
  unfold poisson
  rw [← Finset.mul_prod_erase _ _ (Finset.mem_univ i), Function.update_self]
  congr 1
  exact Finset.prod_congr rfl fun j hj => by
    rw [Function.update_of_ne (Finset.ne_of_mem_erase hj)]
```

Since \((k+1)\,w_{k+1}(x)=x\,w_k(x)\), splitting off the factor of species \(i\) gives

\[
(n_i+1)\,P_l(n+e_i)=l_i\,P_l(n).
\]

In the proof, `hw` is the identity for a single weight, and the last line puts the other factors back.

```lean
/-- For a Poisson product, `n i + 1` times the probability of the state with one more molecule of
`i` equals the mean of `i` times the probability of the original state. -/
theorem poisson_addOne (l : ι → ℝ) (n : ι → ℕ) (i : ι) :
    ((n i : ℝ) + 1) * poisson l (addOne n i) = l i * poisson l n := by
  have hs := poisson_update l n i (n i)
  rw [Function.update_eq_self] at hs
  have hw : ((n i : ℝ) + 1) * weight (l i) (n i + 1) = l i * weight (l i) (n i) := by
    have h1 : (n i : ℝ) + 1 ≠ 0 := by positivity
    have h2 : ((n i).factorial : ℝ) ≠ 0 := by positivity
    simp only [weight, Nat.factorial_succ]
    push_cast
    rw [mul_div_assoc', mul_div_assoc', div_eq_div_iff (mul_ne_zero h1 h2) h2]
    ring
  rw [addOne, poisson_update, hs, ← mul_assoc, hw, mul_assoc]
```

Applied to \(n-e_i\), the same identity reads

\[
n_i\,P_l(n)=l_i\,P_l(n-e_i).
\]

If \(n_i=0\), both sides vanish. Otherwise `hn` states that removing a molecule and adding it again restores \(n\).

```lean
/-- For a Poisson product, the copy number of `i` times the probability of a state equals the
mean of `i` times the probability of the state with one molecule of `i` fewer, taken as zero
if there is none to remove. -/
theorem poisson_fromBelow (l : ι → ℝ) (n : ι → ℕ) (i : ι) :
    (n i : ℝ) * poisson l n = l i * fromBelow (poisson l) n i := by
  by_cases h : n i = 0
  · simp [fromBelow, h]
  · have hn : addOne (removeOne n i) i = n := by
      funext j
      rcases eq_or_ne j i with rfl | hj
      · simp only [addOne, removeOne, Function.update_self]
        omega
      · simp only [addOne, removeOne, Function.update_of_ne hj]
    have hc : ((removeOne n i i : ℕ) : ℝ) + 1 = (n i : ℝ) := by
      have : removeOne n i i + 1 = n i := by
        simp only [removeOne, Function.update_self]
        omega
      exact_mod_cast this
    have e := poisson_addOne l (removeOne n i) i
    rw [hn, hc] at e
    rw [fromBelow, if_neg h]
    exact e
```

## How the product changes when its means move

Let the means have velocities \(v_i\) at time \(t\). Differentiating one factor at a time gives

\[
\frac{d}{dt}P_l(n)=\sum_i v_i\,[w_{n_i-1}(l_i)-w_{n_i}(l_i)]\prod_{j\ne i}w_{n_j}(l_j)
=\sum_i v_i\,[P_l(n-e_i)-P_l(n)],
\]

where \(w_{-1}\) is read as zero.

The Mathlib lemma used here is `HasDerivAt.fun_finsetProd`, the product rule for a finite product. It returns a sum over \(i\) in which the derivative of factor \(i\) multiplies the product over all other species, written as a product over `Finset.univ.erase i`. `poisson_update` was stated with the same erased set, so the two expressions match term by term. The rule never divides by a factor. A logarithmic derivative would produce \(v_i(n_i/l_i-1)\), which fails at \(l_i=0\), the mean of a species that is initially absent. `congr_deriv` then replaces the derivative found by the product rule with the one in the statement, once the two are shown equal.

```lean
/-- If the means move with velocities `v i` at time `t`, the Poisson product changes at the
rate `∑ i, v i * (P(n - e_i) - P(n))`, where `P(n - e_i)` is zero if `n` has no molecule
of `i`. -/
theorem hasDerivAt_poisson {l : ℝ → ι → ℝ} {v : ι → ℝ} {t : ℝ}
    (hl : ∀ i, HasDerivAt (fun s => l s i) (v i) t) (n : ι → ℕ) :
    HasDerivAt (fun s => poisson (l s) n)
      (∑ i, v i * (fromBelow (poisson (l t)) n i - poisson (l t) n)) t := by
  have hw : ∀ i ∈ (Finset.univ : Finset ι), HasDerivAt (fun s => weight (l s i) (n i))
      (((if n i = 0 then 0 else weight (l t i) (n i - 1)) - weight (l t i) (n i)) * v i) t :=
    by
      intro i _
      have h1 : HasDerivAt (fun y => weight y (n i)) _ ((fun s => l s i) t) :=
        hasDerivAt_weight (n i) (l t i)
      have h2 := h1.comp t (hl i)
      exact h2
  -- product rule, then comparison species by species
  refine (HasDerivAt.fun_finsetProd hw).congr_deriv (Finset.sum_congr rfl fun i _ => ?_)
  have hs := poisson_update (l t) n i (n i)
  rw [Function.update_eq_self] at hs
  simp only [fromBelow, removeOne, poisson_update, hs, smul_eq_mul]
  split_ifs <;> ring
```

## The master equation on a Poisson product

The two one-molecule identities remove every explicit copy number from the right side of the master equation. Write \(\Delta_i=P_l(n-e_i)-P_l(n)\). The inflow terms are \(a_i\Delta_i\). The decay terms become

\[
d_i\,[l_iP_l(n)-l_iP_l(n-e_i)]=-d_il_i\Delta_i.
\]

The conversion terms become

\[
\sum_{i,j}c_{ij}l_i\,[P_l(n-e_j)-P_l(n-e_i)]
=\sum_{i,j}c_{ij}l_i(\Delta_j-\Delta_i)
=\sum_i\Big[\sum_j(c_{ji}l_j-c_{ij}l_i)\Big]\Delta_i,
\]

where the last step exchanges the names \(i\) and \(j\) in the gain part. The three contributions add up to \(\sum_i r_i(l)\,\Delta_i\).

In Lean, `simp only` applies the identities. The two `generalize` lines then replace the probabilities by plain symbols `D` and `p`, which leaves algebra of finite sums. `Finset.sum_comm` exchanges the species in `hc`.

```lean
/-- On a Poisson product `P`, the right side of the master equation equals
`∑ i, rateRHS N l i * (P(n - e_i) - P(n))`, where `P(n - e_i)` is zero if `n` has no molecule of
`i`. -/
theorem masterRHS_poisson (N : Network ι) (l : ι → ℝ) (n : ι → ℕ) :
    masterRHS N (poisson l) n
      = ∑ i, rateRHS N l i * (fromBelow (poisson l) n i - poisson l n) := by
  have hgain : ∀ i j, fromBelow (fun m => l i * poisson l m) n j
      = l i * fromBelow (poisson l) n j := by
    intro i j
    unfold fromBelow
    split_ifs <;> simp
  simp only [masterRHS, poisson_addOne, hgain, poisson_fromBelow]
  generalize fromBelow (poisson l) n = D
  generalize poisson l n = p
  -- exchange the two species in the gain part of the conversions
  have hc : ∑ i, ∑ j, N.conv j i * l j * (D i - p)
      = ∑ i, ∑ j, N.conv i j * l i * (D j - p) := Finset.sum_comm
  have hconv : ∑ i, ∑ j, N.conv i j * (l i * D j - l i * D i)
      = ∑ i, (∑ j, (N.conv j i * l j - N.conv i j * l i)) * (D i - p) := by
    calc _ = ∑ i, ∑ j, (N.conv i j * l i * (D j - p) - N.conv i j * l i * (D i - p)) :=
          Finset.sum_congr rfl fun i _ => Finset.sum_congr rfl fun j _ => by ring
      _ = ∑ i, ∑ j, N.conv j i * l j * (D i - p)
          - ∑ i, ∑ j, N.conv i j * l i * (D i - p) := by
          rw [hc]
          simp only [Finset.sum_sub_distrib]
      _ = _ := by
          rw [← Finset.sum_sub_distrib]
          refine Finset.sum_congr rfl fun i _ => ?_
          rw [← Finset.sum_sub_distrib, Finset.sum_mul]
          exact Finset.sum_congr rfl fun j _ => by ring
  rw [hconv, ← Finset.sum_add_distrib, ← Finset.sum_add_distrib]
  refine Finset.sum_congr rfl fun i _ => ?_
  rw [rateRHS]
  ring
```

## The time-dependent solution

If \(v_i=r_i(l)\), the last two results have the same right side, so \(P_l\) obeys the master equation in every state \(n\). The hypothesis `hl` says that each mean has the rate-equation velocity at the single time `t`. If it holds at all times, so does the conclusion. The means need not be positive for the identity, although \(P_l\) is a probability distribution only when they are non-negative.

```lean
/-- If the means obey the linear rate equations at time `t`, the product of Poisson weights
with these means obeys the chemical master equation at time `t` in every state. -/
theorem poisson_solves_master (N : Network ι) {l : ℝ → ι → ℝ} {t : ℝ}
    (hl : ∀ i, HasDerivAt (fun s => l s i) (rateRHS N (l t) i) t) (n : ι → ℕ) :
    HasDerivAt (fun s => poisson (l s) n) (masterRHS N (poisson (l t)) n) t := by
  rw [masterRHS_poisson]
  exact hasDerivAt_poisson hl n
```

The same argument covers rate constants that vary continuously in time, such as a smoothly modulated inflow. At each instant, the theorem applies to the network with the constants of that instant, because no derivative of a rate constant enters.

For stochastic simulations of such first-order networks, started from a Poisson product, this gives a reference distribution at every time. An empty vessel is such a start, with all means zero; a fixed non-zero number of molecules is not. Reactions between two molecules lie beyond the model, and so do first-order steps that yield more than one molecule, such as \(X\to2X\) or \(X\to Y+Z\). Identifying \(P_l\) with the distribution of a real system that starts in it takes one more fact, which is not shown here: for non-negative rate constants, no other time-dependent probability distribution with that start solves the master equation.

## Only rate-equation means will do

Suppose that the means are differentiable at \(t\) with velocities \(v_i\), and that their Poisson product obeys the master equation there in every state. Put \(\delta_i=v_i-r_i(l)\). Subtracting the two expressions for the time derivative gives

\[
\sum_i\delta_i\,P_l(n-e_i)=\Big(\sum_i\delta_i\Big)P_l(n)\quad\text{for every }n.
\]

At \(n=0\) the left side is zero and \(P_l(0)=e^{-\sum_i l_i}\ne0\), so \(\sum_i\delta_i=0\). At \(n=e_j\) only the term \(i=j\) survives on the left, so \(\delta_j\,P_l(0)=0\) and \(\delta_j=0\).

The proof obtains the displayed relation as `key`, from the fact that a function has at most one derivative at a point (`HasDerivAt.unique`). The steps `hs` and `hj` then evaluate it at the two kinds of state.

```lean
/-- Conversely, if the means are differentiable at time `t` and their Poisson product obeys
the master equation there in every state, the means obey the rate equations at `t`. -/
theorem rate_of_poisson_solves (N : Network ι) {l : ℝ → ι → ℝ} {v : ι → ℝ} {t : ℝ}
    (hl : ∀ i, HasDerivAt (fun s => l s i) (v i) t)
    (h : ∀ n, HasDerivAt (fun s => poisson (l s) n) (masterRHS N (poisson (l t)) n) t)
    (j : ι) : v j = rateRHS N (l t) j := by
  have key : ∀ n, ∑ i, (v i - rateRHS N (l t) i) * fromBelow (poisson (l t)) n i
      = (∑ i, (v i - rateRHS N (l t) i)) * poisson (l t) n := by
    intro n
    have e := (hasDerivAt_poisson hl n).unique (h n)
    rw [masterRHS_poisson, ← sub_eq_zero, ← Finset.sum_sub_distrib] at e
    rw [Finset.sum_mul, ← sub_eq_zero, ← Finset.sum_sub_distrib]
    refine (Finset.sum_congr rfl fun i _ => ?_).trans e
    ring
  have hP : poisson (l t) 0 ≠ 0 := by
    simp [poisson, weight, Finset.prod_ne_zero_iff]
  -- the empty state fixes the sum of the deviations
  have hs : ∑ i, (v i - rateRHS N (l t) i) = 0 := by
    have h0 := key 0
    have hz : ∑ i, (v i - rateRHS N (l t) i) * fromBelow (poisson (l t)) 0 i = 0 := by
      simp [fromBelow]
    rw [hz] at h0
    exact (mul_eq_zero.mp h0.symm).resolve_right hP
  -- the state with a single molecule of `j` isolates the deviation of `j`
  have hr : removeOne (addOne (0 : ι → ℕ) j) j = 0 := by
    funext i
    rcases eq_or_ne i j with rfl | hi
    · simp [removeOne, addOne]
    · simp [removeOne, addOne, hi]
  have hb : fromBelow (poisson (l t)) (addOne 0 j) j = poisson (l t) 0 := by
    rw [fromBelow, if_neg (by simp [addOne]), hr]
  have hj := key (addOne 0 j)
  have h1 : ∑ i, (v i - rateRHS N (l t) i) * fromBelow (poisson (l t)) (addOne 0 j) i
      = (v j - rateRHS N (l t) j) * poisson (l t) 0 := by
    rw [Finset.sum_eq_single j, hb]
    · intro i _ hi
      simp [fromBelow, addOne, hi]
    · simp
  rw [h1, hs, zero_mul] at hj
  exact sub_eq_zero.mp ((mul_eq_zero.mp hj).resolve_right hP)
```

## Stationary Poisson products

If \(r_i(l)=0\) for every species, each term of \(\sum_i r_i(l)\,\Delta_i\) vanishes. A fixed point of the rate equations therefore gives a Poisson product on which gain and loss balance in every state.

```lean
/-- If the means are a fixed point of the rate equations, the right side of the master
equation vanishes on their Poisson product in every state. -/
theorem poisson_stationary (N : Network ι) {l : ι → ℝ} (hl : ∀ i, rateRHS N l i = 0)
    (n : ι → ℕ) : masterRHS N (poisson l) n = 0 := by
  rw [masterRHS_poisson]
  exact Finset.sum_eq_zero fun i _ => by rw [hl i, zero_mul]

end

end PoissonMasterEquation
```

```lean
#print axioms PoissonMasterEquation.poisson_solves_master
-- 'PoissonMasterEquation.poisson_solves_master' depends on axioms: [propext, Classical.choice, Quot.sound]
#print axioms PoissonMasterEquation.rate_of_poisson_solves
-- 'PoissonMasterEquation.rate_of_poisson_solves' depends on axioms: [propext, Classical.choice, Quot.sound]
#print axioms PoissonMasterEquation.poisson_stationary
-- 'PoissonMasterEquation.poisson_stationary' depends on axioms: [propext, Classical.choice, Quot.sound]
```
